# Perfect end-to-end transfer in a resonant three-site chain with equal couplings

Take one particle on three sites with zero site energies and coupling 1 between neighbours, set $\hbar=1$, and let $e_1,e_2,e_3$ be the site states. The Hamiltonian $H$ acts on the first site as

$$He_1=e_2,\qquad H^2e_1=e_1+e_3,\qquad H^3e_1=2e_2=2He_1 .$$

From the third power on, the vectors repeat up to factors of 2, so the exponential series sums to

$$e^{-itH}e_1=e_1-\frac{i\sin(\sqrt2\,t)}{\sqrt2}\,e_2+\frac{\cos(\sqrt2\,t)-1}{2}\,(e_1+e_3).$$

At $t=\pi/\sqrt2$ the middle term vanishes and the last is $-(e_1+e_3)$. What remains is $-e_3$: the state has moved to the far end, with a minus sign.

## The propagator for two real couplings

Let $a$ couple sites 1 and 2, let $b$ couple sites 2 and 3, and keep $\hbar=1$:

$$H=\begin{pmatrix}0&a&0\\a&0&b\\0&b&0\end{pmatrix},\qquad \Omega=\sqrt{a^2+b^2},\qquad U(t)=e^{-itH}.$$

Then $H^3=\Omega^2H$ and

$$\Omega^2U(t)=\Omega^2\mathbf 1-i\Omega\sin(\Omega t)\,H+(\cos\Omega t-1)\,H^2 .$$

For $a=b=J$ the amplitude from site 1 to site 3 is $U_{31}(t)=(\cos(\sqrt2Jt)-1)/2$.

## Use in a propagation code

A code that splits a one-particle hopping Hamiltonian into three-site blocks of the form $H$ above can exponentiate each block with this formula when $\Omega\neq0$. For a general propagator, the formula gives an exact reference for one particle on a three-site chain with zero site energies and constant real nearest-neighbour couplings, including the phase of the transferred state. A common nonzero site energy $\varepsilon$ multiplies the propagator by $e^{-i\varepsilon t}$.

## From the three modes to the transfer condition

Multiplying out gives

$$H^2=\begin{pmatrix}a^2&0&ab\\0&\Omega^2&0\\ab&0&b^2\end{pmatrix},$$

and one more factor of $H$ gives $H^3=\Omega^2H$. The vectors

$$v_\pm=(a,\pm\Omega,b),\qquad v_0=(b,0,-a)$$

satisfy $Hv_\pm=\pm\Omega v_\pm$ and $Hv_0=0$. Their norms are $\sqrt2\,\Omega$ and $\Omega$, so for $\Omega\ne0$ the normalised modes are $v_\pm/(\sqrt2\,\Omega)$ and $v_0/\Omega$. The matrix with columns $v_+,v_-,v_0$ has determinant $2\Omega^3$, so the modes form a basis.

It is enough to compare both sides of the closed form on each mode. For energy $\lambda$ this requires

$$\Omega^2e^{-it\lambda}=\Omega^2-i\Omega\sin(\Omega t)\,\lambda+(\cos\Omega t-1)\lambda^2 .$$

At $\lambda=0$ both sides are $\Omega^2$. At $\lambda=\pm\Omega$ the right side is $\Omega^2(\cos\Omega t\mp i\sin\Omega t)$, which is the left side. If $\Omega=0$, both sides of the matrix identity vanish.

Since $\mathbf 1_{31}=H_{31}=0$ and $(H^2)_{31}=ab$,

$$(a^2+b^2)\,U_{31}(t)=ab\,(\cos\Omega t-1).$$

For $a=b=J\neq0$, $\Omega=\sqrt2|J|$; the cosine is even, and division by $2J^2$ gives the stated amplitude. For $J=0$ both the amplitude and the formula are zero.

If $J>0$ and $t=\pi/(\sqrt2J)$, then $\Omega t=\pi$ and $\Omega^2U=\Omega^2\mathbf 1-2H^2$. The first column of the right side is $(0,0,-2J^2)$, so $Ue_1=-e_3$. More generally, $|U_{31}|=(1-\cos(\sqrt2Jt))/2$ equals 1 exactly when $\sqrt2Jt$ is an odd multiple of $\pi$.

For arbitrary real couplings, $|U_{31}|=1$ gives

$$a^2+b^2=|a||b|(1-\cos\Omega t)\le2|a||b|,$$

hence $(|a|-|b|)^2\le0$ and $|a|=|b|$. Both couplings cannot be zero, since then $U=\mathbf 1$. Conversely, if $|a|=|b|\neq0$, the time $t=\pi/\Omega$ gives modulus one.

The error to avoid is cancelling $H$ in $H^3=\Omega^2H$. The zero mode makes $H$ singular, and $H^2=\Omega^2\mathbf 1$ is false whenever $\Omega\neq0$. Using it there would give the two-level formula $\cos\Omega t\,\mathbf 1-i\sin(\Omega t)H/\Omega$, whose $(3,1)$ entry is always zero.

## The Lean file

Sites 1, 2, 3 have indices 0, 1, 2, so $U_{31}(t)$ is `propagator a b t 2 0`, with the final site first.

```lean
import Mathlib

open Matrix NormedSpace

namespace ThreeSiteTransfer

noncomputable section

/-- Hamiltonian of a three-site chain with coupling `a` between sites 1 and 2 and
coupling `b` between sites 2 and 3; the sites carry the indices 0, 1, 2. -/
def chain (a b : ℝ) : Matrix (Fin 3) (Fin 3) ℂ :=
  !![0, (a : ℂ), 0; (a : ℂ), 0, (b : ℂ); 0, (b : ℂ), 0]

/-- The propagator `exp(-itH)` of the chain. -/
def propagator (a b t : ℝ) : Matrix (Fin 3) (Fin 3) ℂ :=
  NormedSpace.exp ((-(Complex.I * (t : ℂ))) • chain a b)

/-- The frequency `Ω = √(a² + b²)`. -/
def freq (a b : ℝ) : ℝ := Real.sqrt (a ^ 2 + b ^ 2)

/-- The three mode energies `Ω, -Ω, 0`. -/
def modeEnergy (a b : ℝ) : Fin 3 → ℂ := ![(freq a b : ℂ), -(freq a b : ℂ), 0]

/-- The matrix whose columns are the unnormalised modes of the chain. -/
def modes (a b : ℝ) : Matrix (Fin 3) (Fin 3) ℂ :=
  !![(a : ℂ), (a : ℂ), (b : ℂ); (freq a b : ℂ), -(freq a b : ℂ), 0;
    (b : ℂ), (b : ℂ), -(a : ℂ)]

/-- The squared frequency is the sum of the squared couplings. -/
theorem freq_sq (a b : ℝ) : (freq a b : ℂ) ^ 2 = (a : ℂ) ^ 2 + (b : ℂ) ^ 2 := by
  have h : freq a b ^ 2 = a ^ 2 + b ^ 2 := Real.sq_sqrt (by positivity)
  exact_mod_cast h

/-- The cube of the Hamiltonian is `a² + b²` times the Hamiltonian. -/
theorem chain_cube (a b : ℝ) :
    chain a b ^ 3 = ((a : ℂ) ^ 2 + (b : ℂ) ^ 2) • chain a b := by
  ext i j
  fin_cases i <;> fin_cases j <;>
    simp [chain, pow_succ, Matrix.mul_apply, Fin.sum_univ_succ] <;> ring

/-- The Hamiltonian multiplies each mode by its energy. -/
theorem chain_mul_modes (a b : ℝ) :
    chain a b * modes a b = modes a b * diagonal (modeEnergy a b) := by
  have hw := freq_sq a b
  ext i j
  rw [Matrix.mul_diagonal]
  fin_cases i <;> fin_cases j <;>
    simp [chain, modes, modeEnergy, Matrix.mul_apply, Fin.sum_univ_succ] <;> grind

/-- When the frequency is nonzero, the mode matrix is invertible. -/
theorem isUnit_modes (a b : ℝ) (h : freq a b ≠ 0) : IsUnit (modes a b) := by
  have hw := freq_sq a b
  have hd : (modes a b).det = 2 * (freq a b : ℂ) ^ 3 := by
    rw [Matrix.det_fin_three]
    simp [modes]
    linear_combination (-2 * (freq a b : ℂ)) * hw
  have h' : (freq a b : ℂ) ≠ 0 := by exact_mod_cast h
  rw [Matrix.isUnit_iff_isUnit_det, hd, isUnit_iff_ne_zero]
  exact mul_ne_zero two_ne_zero (pow_ne_zero 3 h')

/-- The propagator, multiplied by `Ω²`, is a quadratic polynomial in the Hamiltonian with
coefficients `Ω²`, `-iΩ sin Ωt` and `cos Ωt - 1`. -/
theorem propagator_closed_form (a b t : ℝ) :
    (freq a b : ℂ) ^ 2 • propagator a b t =
      (freq a b : ℂ) ^ 2 • (1 : Matrix (Fin 3) (Fin 3) ℂ)
      - (Complex.I * freq a b * Complex.sin (freq a b * t)) • chain a b
      + (Complex.cos (freq a b * t) - 1) • chain a b ^ 2 := by
  by_cases h : freq a b = 0
  · simp [h]
  have hU := isUnit_modes a b h
  have hdet := (Matrix.isUnit_iff_isUnit_det _).1 hU
  have hD := chain_mul_modes a b
  -- in the mode basis the exponential is a diagonal matrix of phases
  have hH : (-(Complex.I * (t : ℂ))) • chain a b =
      modes a b * diagonal ((-(Complex.I * (t : ℂ))) • modeEnergy a b) * (modes a b)⁻¹ := by
    rw [Matrix.diagonal_smul, Matrix.mul_smul, ← hD, Matrix.smul_mul, Matrix.mul_assoc,
      Matrix.mul_nonsing_inv _ hdet, Matrix.mul_one]
  have hv : NormedSpace.exp ((-(Complex.I * (t : ℂ))) • modeEnergy a b) =
      fun j => Complex.exp (-(Complex.I * (t : ℂ)) * modeEnergy a b j) := by
    ext j
    rw [Pi.coe_exp, ← Complex.exp_eq_exp_ℂ, Pi.smul_apply, smul_eq_mul]
  have hP : propagator a b t * modes a b = modes a b *
      diagonal (fun j => Complex.exp (-(Complex.I * (t : ℂ)) * modeEnergy a b j)) := by
    rw [propagator, hH, Matrix.exp_conj _ _ hU, Matrix.exp_diagonal, hv, Matrix.mul_assoc,
      Matrix.nonsing_inv_mul _ hdet, Matrix.mul_one]
  have h2 : chain a b ^ 2 * modes a b =
      modes a b * diagonal (modeEnergy a b) * diagonal (modeEnergy a b) := by
    rw [pow_two, Matrix.mul_assoc, hD, ← Matrix.mul_assoc, hD]
  have e1 : Complex.exp (-(Complex.I * t * freq a b)) =
      Complex.cos (freq a b * t) - Complex.sin (freq a b * t) * Complex.I := by
    rw [show -(Complex.I * (t : ℂ) * freq a b) = (-(freq a b * t : ℂ)) * Complex.I by ring,
      Complex.exp_mul_I, Complex.cos_neg, Complex.sin_neg]
    ring
  have e2 : Complex.exp (Complex.I * t * freq a b) =
      Complex.cos (freq a b * t) + Complex.sin (freq a b * t) * Complex.I := by
    rw [show Complex.I * (t : ℂ) * freq a b = (freq a b * t : ℂ) * Complex.I by ring,
      Complex.exp_mul_I]
  -- the scalar identity for each mode
  have key : ∀ j, (freq a b : ℂ) ^ 2 *
      Complex.exp (-(Complex.I * (t : ℂ)) * modeEnergy a b j) = (freq a b : ℂ) ^ 2
        - Complex.I * freq a b * Complex.sin (freq a b * t) * modeEnergy a b j
        + (Complex.cos (freq a b * t) - 1) * modeEnergy a b j ^ 2 := by
    intro j
    fin_cases j <;> simp [modeEnergy, e1, e2] <;> ring
  apply hU.mul_right_cancel
  simp only [add_mul, sub_mul, smul_mul_assoc, one_mul, hP, hD, h2]
  ext i j
  simp only [Matrix.smul_apply, Matrix.add_apply, Matrix.sub_apply, Matrix.mul_diagonal,
    smul_eq_mul]
  linear_combination modes a b i j * key j

/-- The amplitude from site 1 to site 3, multiplied by `a² + b²`, is
`ab (cos Ωt - 1)`. -/
theorem transfer_amplitude (a b t : ℝ) :
    ((a ^ 2 + b ^ 2 : ℝ) : ℂ) * propagator a b t 2 0 =
      ((a * b * (Real.cos (freq a b * t) - 1) : ℝ) : ℂ) := by
  have h := congrFun (congrFun (propagator_closed_form a b t) 2) 0
  have h0 : chain a b 2 0 = 0 := by simp [chain]
  have h1 : (1 : Matrix (Fin 3) (Fin 3) ℂ) 2 0 = 0 := by simp
  have h2 : (chain a b ^ 2) 2 0 = (a : ℂ) * b := by
    rw [pow_two]
    simp [chain, Matrix.mul_apply, Fin.sum_univ_succ, mul_comm]
  simp only [Matrix.smul_apply, Matrix.add_apply, Matrix.sub_apply, smul_eq_mul,
    h0, h1, h2, freq_sq] at h
  push_cast
  linear_combination h

/-- For equal couplings `J` the amplitude from site 1 to site 3 is
`(cos(√2 J t) - 1) / 2`. -/
theorem uniform_amplitude (J t : ℝ) :
    propagator J J t 2 0 = (((Real.cos (Real.sqrt 2 * J * t) - 1) / 2 : ℝ) : ℂ) := by
  by_cases hJ : J = 0
  · have hz : chain 0 0 = 0 := by
      ext i j
      fin_cases i <;> fin_cases j <;> simp [chain]
    simp [hJ, propagator, hz]
  have hf : freq J J = Real.sqrt 2 * |J| := by
    rw [freq, ← two_mul, Real.sqrt_mul (by norm_num), Real.sqrt_sq_eq_abs]
  have hc : Real.cos (freq J J * t) = Real.cos (Real.sqrt 2 * J * t) := by
    rw [hf]
    rcases abs_choice J with h | h
    · rw [h]
    · rw [h, show Real.sqrt 2 * -J * t = -(Real.sqrt 2 * J * t) by ring, Real.cos_neg]
  have h := transfer_amplitude J J t
  rw [hc] at h
  have hJ' : (J : ℂ) ≠ 0 := by exact_mod_cast hJ
  apply mul_left_cancel₀ (pow_ne_zero 2 hJ')
  push_cast at h ⊢
  linear_combination h / 2

/-- For equal couplings `J > 0`, the state on site 1 evolves into minus the state on
site 3 at time `π / (√2 J)`. -/
theorem perfect_transfer (J : ℝ) (hJ : 0 < J) :
    propagator J J (Real.pi / (Real.sqrt 2 * J)) *ᵥ Pi.single 0 1 =
      -(Pi.single 2 1 : Fin 3 → ℂ) := by
  have hf : freq J J = Real.sqrt 2 * J := by
    rw [freq, ← two_mul, Real.sqrt_mul (by norm_num), Real.sqrt_sq hJ.le]
  have hpos : 0 < freq J J := by rw [hf]; positivity
  have hw : (freq J J : ℂ) ^ 2 ≠ 0 := pow_ne_zero 2 (by exact_mod_cast hpos.ne')
  have ht : (freq J J : ℂ) * ((Real.pi / (Real.sqrt 2 * J) : ℝ) : ℂ) = (Real.pi : ℂ) := by
    rw [← Complex.ofReal_mul, ← hf, mul_div_cancel₀ _ hpos.ne']
  have h := propagator_closed_form J J (Real.pi / (Real.sqrt 2 * J))
  rw [ht, Complex.sin_pi, Complex.cos_pi] at h
  ext i
  rw [Matrix.mulVec_single_one]
  have hi := congrFun (congrFun h i) 0
  simp only [Matrix.smul_apply, Matrix.add_apply, Matrix.sub_apply, smul_eq_mul] at hi
  refine mul_left_cancel₀ hw (hi.trans ?_)
  rw [freq_sq, Matrix.one_apply]
  fin_cases i <;>
    simp [chain, pow_two, Matrix.mul_apply, Fin.sum_univ_succ] <;> ring

/-- For equal couplings, the amplitude from site 1 to site 3 has modulus one exactly when
`√2 J t` is an odd multiple of `π`. -/
theorem perfect_transfer_times (J t : ℝ) :
    ‖propagator J J t 2 0‖ = 1 ↔
      ∃ k : ℤ, Real.sqrt 2 * J * t = (2 * (k : ℝ) + 1) * Real.pi := by
  have hle := Real.cos_le_one (Real.sqrt 2 * J * t)
  rw [uniform_amplitude, Complex.norm_real, Real.norm_eq_abs, abs_of_nonpos (by linarith)]
  -- shift by π to turn cos = -1 into cos = 1
  have hc : -((Real.cos (Real.sqrt 2 * J * t) - 1) / 2) = 1 ↔
      Real.cos (Real.sqrt 2 * J * t - Real.pi) = 1 := by
    rw [Real.cos_sub_pi]
    constructor <;> intro h <;> linarith
  rw [hc, Real.cos_eq_one_iff]
  constructor <;> rintro ⟨k, hk⟩ <;> exact ⟨k, by linarith⟩

/-- A chain with couplings `a` and `b` reaches a transfer amplitude of modulus one at some
time exactly when the couplings are nonzero and equal in magnitude. -/
theorem exists_perfect_transfer_iff (a b : ℝ) :
    (∃ t : ℝ, ‖propagator a b t 2 0‖ = 1) ↔ a ≠ 0 ∧ |a| = |b| := by
  have hn : ∀ t : ℝ, (a ^ 2 + b ^ 2) * ‖propagator a b t 2 0‖ =
      |a| * |b| * (1 - Real.cos (freq a b * t)) := by
    intro t
    have h := congrArg norm (transfer_amplitude a b t)
    have hc := Real.cos_le_one (freq a b * t)
    rw [norm_mul, Complex.norm_real, Complex.norm_real, Real.norm_eq_abs, Real.norm_eq_abs,
      abs_of_nonneg (by positivity : 0 ≤ a ^ 2 + b ^ 2), abs_mul, abs_mul,
      abs_of_nonpos (by linarith : Real.cos (freq a b * t) - 1 ≤ 0)] at h
    linarith
  constructor
  · rintro ⟨t, ht⟩
    have h := hn t
    rw [ht] at h
    have hp : 0 ≤ |a| * |b| := by positivity
    have hm := mul_nonneg hp (by linarith [Real.neg_one_le_cos (freq a b * t)] :
      0 ≤ 1 + Real.cos (freq a b * t))
    have hs : (|a| - |b|) ^ 2 ≤ 0 := by nlinarith [sq_abs a, sq_abs b]
    have hab : |a| = |b| :=
      sub_eq_zero.1 (pow_eq_zero_iff two_ne_zero |>.1 (le_antisymm hs (sq_nonneg _)))
    refine ⟨fun ha => ?_, hab⟩
    have hb : b = 0 := by
      rw [ha, abs_zero] at hab
      exact abs_eq_zero.1 hab.symm
    rw [ha, hb, uniform_amplitude] at ht
    simp at ht
  · rintro ⟨ha, hab⟩
    have ha2 : 0 < a ^ 2 := by positivity
    have hw : freq a b ≠ 0 := (Real.sqrt_pos.2 (by positivity)).ne'
    have hb2 : b ^ 2 = a ^ 2 := by rw [← sq_abs b, ← hab, sq_abs]
    have h := hn (Real.pi / freq a b)
    rw [mul_div_cancel₀ _ hw, Real.cos_pi, ← hab, hb2, abs_mul_abs_self] at h
    exact ⟨Real.pi / freq a b, mul_left_cancel₀ ha2.ne' (by linarith)⟩

end

end ThreeSiteTransfer
```

```lean
#print axioms ThreeSiteTransfer.chain_cube
#print axioms ThreeSiteTransfer.perfect_transfer
#print axioms ThreeSiteTransfer.perfect_transfer_times
#print axioms ThreeSiteTransfer.exists_perfect_transfer_iff
```

```
'ThreeSiteTransfer.chain_cube' depends on axioms: [propext, Classical.choice, Quot.sound]
'ThreeSiteTransfer.perfect_transfer' depends on axioms: [propext, Classical.choice, Quot.sound]
'ThreeSiteTransfer.perfect_transfer_times' depends on axioms: [propext, Classical.choice, Quot.sound]
'ThreeSiteTransfer.exists_perfect_transfer_iff' depends on axioms: [propext, Classical.choice, Quot.sound]
```

## What the theorems say about the chain

`chain a b` is $H$ as a complex matrix with real couplings, `freq a b` is $\Omega$, and `propagator a b t` is the matrix exponential for any real time. `propagator_closed_form` and `transfer_amplitude` keep the factor $\Omega^2$ on the left, so they hold for all real couplings but carry no information when both are zero. `perfect_transfer` is an equation between state vectors: `Pi.single 0 1` is $e_1$, and the result is $-e_3$. `perfect_transfer_times` and `exists_perfect_transfer_iff` concern the modulus of one amplitude.

The hypothesis $J>0$ in `perfect_transfer` makes the transfer time positive. At $J=0$ the conclusion fails, because the state never leaves site 1. Equal magnitudes matter too: with $a=1$ and $b=2$, $|U_{31}|$ never exceeds $4/5$.

The model has no site-energy differences, time-dependent couplings, interactions or loss, and the theorems concern exact arithmetic, not the rounding error of an implementation.

## How the proof follows the modes

`chain_cube` checks the cubic identity entry by entry. The propagator proof takes the mode route: `chain_mul_modes` is the eigenvalue equation for all three columns, and `isUnit_modes` computes the determinant.

Inside `propagator_closed_form`, `hP` uses `Matrix.exp_conj` and `Matrix.exp_diagonal` to turn the exponential into three phases. `key` is the scalar identity for each $\lambda$, and `hU.mul_right_cancel` reduces the matrix identity to its action on the modes.

`transfer_amplitude` reads off the $(3,1)$ entry. `uniform_amplitude` treats $J=0$ separately and uses the evenness of the cosine for negative $J$. `perfect_transfer` evaluates the first column and cancels $\Omega^2$.

For the transfer times, a shift by $\pi$ turns $\cos=-1$ into $\cos=1$, which `Real.cos_eq_one_iff` solves. In `exists_perfect_transfer_iff`, `hn` takes the modulus of the amplitude formula, and `nlinarith` derives $(|a|-|b|)^2\le0$.
